# The inverse square root of a positive definite circulant overlap matrix as a sum over crystal momenta

Let $S_{jk}=f(j-k)$ be a Hermitian overlap matrix on a ring of $N\ge 1$ sites, and let $g(q)=\sum_m f(m)e^{-2\pi i qm/N}$ be its symbol. Then $S$ is positive definite exactly when $g(q)>0$ for every $q$, and in that case

$$(S^{-1/2})_{jk}=\frac1N\sum_q g(q)^{-1/2}e^{2\pi i q(j-k)/N}.$$

For a ring with one orbital per cell, Löwdin orthogonalisation thus reduces to one scalar inverse square root per crystal momentum.

## Equivalent orbitals on a finite ring

Translation invariance means that the overlap of orbitals $a_j$ and $a_k$ depends only on $j-k$. Sites and momenta are elements of `ZMod N`, so differences wrap around the ring; `NeZero N` excludes the infinite chain. The function `f` is given, not computed from orbitals.

```lean
import Mathlib

open Matrix
open scoped ComplexOrder ComplexConjugate

namespace LoewdinWannier

noncomputable section

local notation "χ" => ZMod.stdAddChar
```

The matrix `wave N` has unnormalised entries $W_{jq}=e^{2\pi i qj/N}$. The normalised Bloch waves are the columns of $W/\sqrt N$. Norms and orthogonality of Bloch waves refer here to these coefficient vectors: since the orbitals overlap, the combination of orbitals with the coefficients of normalised wave $q$ has squared norm $g(q)$, in general not 1.

```lean
/-- The matrix of Bloch waves `exp(2πi q j / N)`, with site `j` and crystal momentum `q`. -/
def wave (N : ℕ) [NeZero N] : Matrix (ZMod N) (ZMod N) ℂ := Matrix.of fun j q => χ (q * j)

variable {N : ℕ} [NeZero N]

/-- Overlap matrix `S_jk = f (j - k)` of equivalent orbitals on a ring of `N` sites. -/
def overlap (f : ZMod N → ℂ) : Matrix (ZMod N) (ZMod N) ℂ :=
  Matrix.of fun j k => f (j - k)

/-- The symbol `g q = ∑ m, f m exp(-2πi q m / N)` of the overlap function `f`. -/
def latticeFT (f : ZMod N → ℂ) (q : ZMod N) : ℂ := ∑ m, f m * χ (-(q * m))
```

In this text a Bloch sum is the matrix $B(h)=W\,\mathrm{diag}(h/N)\,W^\dagger$, which has eigenvalue $h(q)$ on Bloch wave $q$; the usual meaning, a combination of orbitals with Bloch phases, is not intended. The Löwdin matrix is $L=B(g^{-1/2})$, written with the real part of $g$.

```lean
/-- The matrix that is diagonal in the Bloch waves, with the value `h q` at momentum `q`. -/
def blochSum (h : ZMod N → ℂ) : Matrix (ZMod N) (ZMod N) ℂ :=
  wave N * diagonal (fun q => h q / N) * (wave N)ᴴ

/-- The Löwdin matrix: the Bloch sum of `g q ^ (-1/2)`, meant for a symbol `g` that is
positive at every `q`. -/
def loewdin (f : ZMod N → ℂ) : Matrix (ZMod N) (ZMod N) ℂ :=
  blochSum fun q => (((Real.sqrt (latticeFT f q).re)⁻¹ : ℝ) : ℂ)
```

Multiplying out the entries gives the formula above. In Lean, `val` picks the representatives $0,\dots,N-1$.

```lean
/-- The matrix elements of the Löwdin matrix as a sum over crystal momenta. -/
theorem loewdin_apply (f : ZMod N → ℂ) (j k : ZMod N) :
    loewdin f j k = (1 / N : ℂ) * ∑ q : ZMod N,
      (((Real.sqrt (latticeFT f q).re)⁻¹ : ℝ) : ℂ) *
        Complex.exp (2 * Real.pi * Complex.I * (q.val * (j.val - k.val)) / N) := by
  rw [loewdin, blochSum, Matrix.mul_apply, Finset.mul_sum]
  refine Finset.sum_congr rfl fun q _ => ?_
  have phase : wave N j q * star (wave N k q) =
      Complex.exp (2 * Real.pi * Complex.I * (q.val * (j.val - k.val)) / N) := by
    have h : q * j + -(q * k) =
        (((q.val : ℤ) * ((j.val : ℤ) - (k.val : ℤ)) : ℤ) : ZMod N) := by
      rw [← sub_eq_add_neg, ← mul_sub]
      simp
    change χ (q * j) * conj (χ (q * k)) = _
    rw [← AddChar.map_neg_eq_conj, ← AddChar.map_add_eq_mul, h, ZMod.stdAddChar_coe]
    push_cast
    rfl
  rw [Matrix.mul_diagonal, Matrix.conjTranspose_apply, ← phase]
  ring
```

For $p\ne q$, the number $r=e^{2\pi i(q-p)/N}$ satisfies $r\neq1$ and $r^N=1$, so $\sum_{j=0}^{N-1} r^j=(r^N-1)/(r-1)=0$. For $p=q$ the sum is $N$. Hence $W^\dagger W=N\,1$, and since $W$ is square, $WW^\dagger/N=1$.

```lean
/-- Bloch waves of different momentum are orthogonal, and each has squared norm `N`. -/
theorem wave_mul : (wave N)ᴴ * wave N = diagonal fun _ => (N : ℂ) := by
  ext p q
  have e : ∀ j, (wave N)ᴴ p j * wave N j q = χ (j * (q - p)) := fun j => by
    change conj (χ (p * j)) * χ (q * j) = _
    rw [← AddChar.map_neg_eq_conj, ← AddChar.map_add_eq_mul]
    congr 1
    ring
  rw [Matrix.mul_apply, Finset.sum_congr rfl fun j _ => e j,
    AddChar.sum_mulShift (q - p) (ZMod.isPrimitive_stdAddChar N)]
  by_cases hpq : p = q
  · subst hpq
    rw [Matrix.diagonal_apply_eq]
    simp [ZMod.card]
  · simp [hpq, sub_eq_zero, Ne.symm hpq]

/-- The Bloch waves are complete. -/
theorem wave_inv : wave N * (diagonal (fun _ => 1 / (N : ℂ)) * (wave N)ᴴ) = 1 := by
  have hN : (N : ℂ) ≠ 0 := NeZero.ne _
  refine mul_eq_one_comm.1 ?_
  rw [mul_assoc, wave_mul, Matrix.diagonal_mul_diagonal]
  simp only [one_div, inv_mul_cancel₀ hN, Matrix.diagonal_one]
```

Translation invariance enters through the substitution $m=j-k$, which is `Equiv.subLeft j` in the proof:

$$\sum_k f(j-k)e^{2\pi i qk/N}=e^{2\pi i qj/N}\sum_m f(m)e^{-2\pi i qm/N}=e^{2\pi i qj/N}g(q).$$

So $SW=W\,\mathrm{diag}(g)$, and completeness gives $S=B(g)$. Without the hypothesis this fails: $S=\mathrm{diag}(1,4)$ has $S^{-1/2}=\mathrm{diag}(1,\tfrac12)$, whose unequal diagonal entries no such sum can produce.

```lean
/-- Bloch waves are eigenvectors of the circulant overlap matrix, with eigenvalues `g q`. -/
theorem overlap_wave (f : ZMod N → ℂ) :
    overlap f * wave N = wave N * diagonal (latticeFT f) := by
  ext j q
  rw [Matrix.mul_apply, Matrix.mul_diagonal]
  change ∑ k, f (j - k) * χ (q * k) = χ (q * j) * ∑ m, f m * χ (-(q * m))
  rw [Finset.mul_sum]
  refine Fintype.sum_equiv (Equiv.subLeft j) _ _ fun k => ?_
  rw [Equiv.subLeft_apply, show q * k = q * j + -(q * (j - k)) by ring,
    AddChar.map_add_eq_mul]
  ring
```

Inserting $W^\dagger W=N\,1$ between two Bloch sums gives $B(h)B(h')=B(hh')$.

```lean
/-- Bloch sums are multiplied momentum by momentum. -/
theorem blochSum_mul (h h' : ZMod N → ℂ) :
    blochSum h * blochSum h' = blochSum fun q => h q * h' q := by
  have hN : (N : ℂ) ≠ 0 := NeZero.ne _
  have e : ∀ q, h q / N * N * (h' q / N) = h q * h' q / N := fun q => by field_simp
  calc blochSum h * blochSum h' = wave N * (diagonal (fun q => h q / N) *
        ((wave N)ᴴ * wave N) * diagonal (fun q => h' q / N)) * (wave N)ᴴ := by
        simp only [blochSum, mul_assoc]
    _ = _ := by simp only [wave_mul, Matrix.diagonal_mul_diagonal, e, blochSum]
```

## Linearly independent orbitals

The overlap matrix of actual orbitals is always positive semidefinite. It is positive definite exactly when the orbitals are linearly independent, so that a combination has zero norm only if all its coefficients vanish. For real $h$,

$$x^\dagger B(h)x=\frac1N\sum_q h(q)\Big|\sum_j e^{-2\pi i qj/N}x_j\Big|^2.$$

By completeness, the amplitudes all vanish only for $x=0$, so positive weights suffice. A normalised Bloch wave $q$ gives the value $h(q)$, so they are also necessary. Lean makes the same change of basis by congruence with $W$ or $W^\dagger$; `inj` supplies the injectivity this requires.

```lean
/-- A Bloch sum with real weights is positive definite iff all weights are positive. -/
theorem blochSum_posDef_iff (h : ZMod N → ℝ) :
    (blochSum fun q => (h q : ℂ)).PosDef ↔ ∀ q, 0 < h q := by
  have hN : (0 : ℝ) < N := by exact_mod_cast Nat.pos_of_ne_zero (NeZero.ne N)
  have hN' : (N : ℂ) ≠ 0 := NeZero.ne _
  have inj : ∀ C E : Matrix (ZMod N) (ZMod N) ℂ, E * C = 1 → Function.Injective C.mulVec := by
    intro C E hE x y hxy
    have h2 : E *ᵥ (C *ᵥ x) = E *ᵥ (C *ᵥ y) := congrArg (fun v => E *ᵥ v) hxy
    rwa [Matrix.mulVec_mulVec, Matrix.mulVec_mulVec, hE, Matrix.one_mulVec,
      Matrix.one_mulVec] at h2
  constructor
  · -- pass to the basis of Bloch waves
    intro hp q
    have e : (wave N)ᴴ * (blochSum fun q => (h q : ℂ)) * wave N =
        diagonal fun q => ((N * h q : ℝ) : ℂ) := by
      calc _ = (wave N)ᴴ * wave N * diagonal (fun q => (h q : ℂ) / N) *
            ((wave N)ᴴ * wave N) := by simp only [blochSum, mul_assoc]
        _ = _ := by
            rw [wave_mul, Matrix.diagonal_mul_diagonal, Matrix.diagonal_mul_diagonal]
            congr 1
            funext q
            push_cast
            field_simp
    have h1 := hp.conjTranspose_mul_mul_same (inj (wave N) _ (mul_eq_one_comm.1 wave_inv))
    rw [e] at h1
    exact (mul_pos_iff_of_pos_left hN).1
      (Complex.zero_lt_real.1 (Matrix.posDef_diagonal_iff.1 h1 q))
  · intro hh
    have hD : (diagonal fun q => (h q : ℂ) / N).PosDef :=
      Matrix.posDef_diagonal_iff.2 fun q => by
        have h1 := Complex.zero_lt_real.2 (div_pos (hh q) hN)
        rwa [Complex.ofReal_div, Complex.ofReal_natCast] at h1
    have h1 := hD.conjTranspose_mul_mul_same (inj (wave N)ᴴ
      (wave N * diagonal fun _ => 1 / (N : ℂ)) (by rw [mul_assoc]; exact wave_inv))
    rw [Matrix.conjTranspose_conjTranspose] at h1
    exact h1
```

If $N=2$ and $f(0)=f(1)=1$, the two orbitals coincide and $g(1)=0$. Then $S$ is singular, and no $R$ satisfies $RRS=1$.

## The positive root

Requiring $R$ to be positive definite selects one square root of $S^{-1}$. Without it, $-L$ also solves $RRS=1$.

Suppose $A$ and $B$ are positive definite with $A^2=B^2$, and set $D=A-B$. Then $AD+DB=A^2-B^2=0$. By cyclicity of the trace,

$$\operatorname{tr}D(A+B)D=\operatorname{tr}D(AD+DB)=0.$$

Since $D$ is Hermitian, this trace is $\sum_k d_k^\dagger(A+B)d_k$ over the columns $d_k$ of $D$. Every term is nonnegative, hence zero, so every $d_k=0$ and $A=B$.

```lean
/-- Two positive definite matrices with the same square are equal. -/
theorem posDef_sqrt_unique {A B : Matrix (ZMod N) (ZMod N) ℂ} (hA : A.PosDef)
    (hB : B.PosDef) (h : A * A = B * B) : A = B := by
  obtain ⟨D, hD⟩ : ∃ D, D = A - B := ⟨_, rfl⟩
  have hDs : Dᴴ = D := by
    rw [hD, Matrix.conjTranspose_sub, hA.isHermitian.eq, hB.isHermitian.eq]
  have h1 : A * D + D * B = 0 := by
    calc A * D + D * B = A * A - B * B := by rw [hD]; noncomm_ring
      _ = 0 := by rw [h, sub_self]
  have hz : (Dᴴ * ((A + B) * D)).trace = 0 := by
    rw [hDs, add_mul, mul_add, Matrix.trace_add, ← Matrix.mul_assoc D B D,
      Matrix.trace_mul_comm (D * B) D, ← Matrix.trace_add, ← mul_add, h1, mul_zero,
      Matrix.trace_zero]
  have hC := hA.add hB
  -- the trace is a sum of expectation values in the columns of D
  have hs : ∑ k, star (fun i => D i k) ⬝ᵥ ((A + B) *ᵥ fun i => D i k) = 0 := hz
  have h0 := (Finset.sum_eq_zero_iff_of_nonneg fun k _ =>
    hC.posSemidef.dotProduct_mulVec_nonneg _).1 hs
  refine sub_eq_zero.1 (hD ▸ ?_)
  ext i k
  by_contra hne
  have hv : (fun i => D i k) ≠ 0 := fun e => hne (congrFun e i)
  exact (hC.dotProduct_mulVec_pos hv).ne' (h0 k (Finset.mem_univ k))
```

## Hermitian overlaps

The condition `hf`, $f(-m)=\overline{f(m)}$, expresses $\langle a_j|a_k\rangle=\overline{\langle a_k|a_j\rangle}$. It makes the symbol real, by relabelling $m\to-m$:

$$\overline{g(q)}=\sum_m f(-m)e^{2\pi i qm/N}=g(q).$$

```lean
/-- The symbol of a Hermitian overlap function is real. -/
theorem symbol_real (f : ZMod N → ℂ) (hf : ∀ m, f (-m) = conj (f m)) (q : ZMod N) :
    ((latticeFT f q).re : ℂ) = latticeFT f q := by
  refine Complex.conj_eq_iff_re.1 ?_
  unfold latticeFT
  rw [map_sum]
  refine Fintype.sum_equiv (Equiv.neg _) _ _ fun m => ?_
  rw [map_mul, ← AddChar.map_neg_eq_conj, Equiv.neg_apply, hf, mul_neg]
```

Without it, take $N=3$, $f(0)=1$, $f(1)=\tfrac12$, $f(2)=0$. The real parts of $g$ are $\tfrac32,\tfrac34,\tfrac34$, all positive, yet $S$ is not Hermitian and so not positive definite.

## The Löwdin matrix and its orthonormal orbitals

With $S=B(g)$, the weight criterion gives the first half of the theorem. If $S$ is positive definite, $L$ has positive weights $g^{-1/2}$, and $LLS=B(g^{-1/2}g^{-1/2}g)=B(1)=1$. Any other positive definite $R$ with $RRS=1$ has $R^2=S^{-1}=L^2$, so $R=L$. This is the sense in which `loewdin f` is $S^{-1/2}$.

```lean
/-- A Hermitian circulant overlap matrix `S` is positive definite iff its symbol is positive
at every `q`; the Löwdin matrix is then the only positive definite `R` with `R R S = 1`. -/
theorem loewdin_wannier (f : ZMod N → ℂ) (hf : ∀ m, f (-m) = conj (f m)) :
    ((overlap f).PosDef ↔ ∀ q, 0 < (latticeFT f q).re) ∧
    ((overlap f).PosDef → ∀ R : Matrix (ZMod N) (ZMod N) ℂ,
      (R.PosDef ∧ R * R * overlap f = 1) ↔ R = loewdin f) := by
  have hS : overlap f = blochSum fun q => ((latticeFT f q).re : ℂ) := by
    calc overlap f = overlap f * (wave N * (diagonal (fun _ => 1 / (N : ℂ)) * (wave N)ᴴ)) := by
          rw [wave_inv, mul_one]
      _ = wave N * (diagonal (latticeFT f) * diagonal fun _ => 1 / (N : ℂ)) * (wave N)ᴴ := by
          rw [← mul_assoc, overlap_wave]
          simp only [mul_assoc]
      _ = _ := by
          simp only [Matrix.diagonal_mul_diagonal, blochSum, symbol_real f hf, mul_one_div]
  have hpd : (overlap f).PosDef ↔ ∀ q, 0 < (latticeFT f q).re := by
    rw [hS]
    exact blochSum_posDef_iff _
  refine ⟨hpd, fun hp R => ?_⟩
  have hg := hpd.1 hp
  have hL : (loewdin f).PosDef :=
    (blochSum_posDef_iff _).2 fun q => inv_pos.2 (Real.sqrt_pos.2 (hg q))
  have hLL : loewdin f * loewdin f * overlap f = 1 := by
    have one : ∀ q, (((Real.sqrt (latticeFT f q).re)⁻¹ : ℝ) : ℂ) *
        (((Real.sqrt (latticeFT f q).re)⁻¹ : ℝ) : ℂ) * ((latticeFT f q).re : ℂ) = 1 := by
      intro q
      rw [← Complex.ofReal_mul, ← Complex.ofReal_mul, ← mul_inv,
        Real.mul_self_sqrt (hg q).le, inv_mul_cancel₀ (hg q).ne', Complex.ofReal_one]
    rw [hS, loewdin, blochSum_mul, blochSum_mul]
    simp only [one, blochSum]
    rw [mul_assoc]
    exact wave_inv
  constructor
  · rintro ⟨hR, hRS⟩
    exact posDef_sqrt_unique hR hL (left_inv_eq_right_inv hRS (mul_eq_one_comm.1 hLL))
  · rintro rfl
    exact ⟨hL, hLL⟩
```

The Löwdin-Wannier functions are $w_k=\sum_j a_jL_{jk}$, with overlaps $\langle w_j|w_k\rangle=(L^\dagger SL)_{jk}$. Since $L^\dagger=L$ and $L(LS)=1$, also $(LS)L=1$, so they are orthonormal. How fast they decay in space is a separate question.

```lean
/-- For a Hermitian, positive definite overlap matrix, the orbitals combined with the
columns of the Löwdin matrix are orthonormal. -/
theorem wannier_orthonormal (f : ZMod N → ℂ) (hf : ∀ m, f (-m) = conj (f m))
    (hp : (overlap f).PosDef) : (loewdin f)ᴴ * overlap f * loewdin f = 1 := by
  obtain ⟨hL, hLL⟩ := ((loewdin_wannier f hf).2 hp _).2 rfl
  rw [hL.isHermitian.eq]
  rw [mul_assoc] at hLL
  exact mul_eq_one_comm.1 hLL

end

end LoewdinWannier
```

```lean
#print axioms LoewdinWannier.loewdin_apply
#print axioms LoewdinWannier.loewdin_wannier
#print axioms LoewdinWannier.wannier_orthonormal
```

```
'LoewdinWannier.loewdin_apply' depends on axioms: [propext, Classical.choice, Quot.sound]
'LoewdinWannier.loewdin_wannier' depends on axioms: [propext, Classical.choice, Quot.sound]
'LoewdinWannier.wannier_orthonormal' depends on axioms: [propext, Classical.choice, Quot.sound]
```
